# A real symmetric Fock matrix and a positive definite overlap matrix have a complete set of orthonormal molecular orbitals

## As many orbitals as basis functions?

When I run a Hartree-Fock calculation on a molecule, the orbitals are expanded in atom-centred functions that overlap one another. At each iteration the program takes the current Fock matrix $F$ and the overlap matrix $S$ and solves the Roothaan-Hall equations

$$FC = SC\,\mathrm{diag}(e).$$

Unless it first discards nearly dependent combinations of the basis functions, it returns as many orbitals as there are basis functions, with real energies $e$, and the orbitals are orthonormal in the sense $C^TSC=1$.

For an ordinary symmetric matrix I know why this works. Here there is a second matrix in the equation, and $S^{-1}F$ is generally not symmetric. Which properties of $F$ and $S$ guarantee the full set, and what goes wrong without them? I would like to see the argument in full, together with a proof that a computer has checked.

## Orthogonalise the basis, diagonalise, transform back

It is enough that $F$ is real symmetric and $S$ is positive definite. These conditions are also necessary for a full real set of this kind. For real basis functions $\chi_i$ with $S_{ij}=\int\chi_i\chi_j$, positive definiteness means that the basis is linearly independent: $v^TSv=\int(\sum_i v_i\chi_i)^2$ vanishes only for $v=0$.

**Orthogonalising the basis.** Since $S$ is symmetric, it has an orthogonal matrix $V$ of eigenvectors, with $V^TV=1$ and $SV=V\,\mathrm{diag}(s)$. Each eigenvalue is the expectation value of $S$ in its own normalised eigenvector, $s_j=(V^TSV)_{jj}$, so $s_j>0$. We may therefore form $X=V\,\mathrm{diag}(s_i^{-1/2})$, and

$$X^TSX=\mathrm{diag}(s_i^{-1/2})\,V^TSV\,\mathrm{diag}(s_i^{-1/2})=\mathrm{diag}(s_i^{-1/2}\,s_i\,s_i^{-1/2})=1.$$

**Diagonalising the Fock matrix.** The transformed matrix $X^TFX$ is symmetric because $F$ is. It has an orthogonal eigenvector matrix $W$ and real eigenvalues $e$, with $X^TFX\,W=W\,\mathrm{diag}(e)$. Put $C=XW$. Then

$$C^TSC=W^T(X^TSX)W=W^TW=1,\qquad C^TFC=W^T(X^TFX)W=\mathrm{diag}(e).$$

**Recovering the full equation.** The second identity is only the projection of the Roothaan-Hall equation onto the orbitals. Because $C$ is square, $C^T(SC)=1$ also implies $(SC)C^T=1$. Hence

$$FC=(SCC^T)FC=SC\,(C^TFC)=SC\,\mathrm{diag}(e).$$

**Completeness.** In the same way, $(C^TS)C=1$ implies $C(C^TS)=1$. If $c_i$ denotes column $i$ of $C$, every coefficient vector $v$ satisfies

$$v=CC^TSv=\sum_i (c_i^TSv)\,c_i.$$

**No further energies.** For a real number $x$, the Roothaan-Hall equation gives $(F-xS)C=SC\,\mathrm{diag}(e_i-x)$. Taking determinants and cancelling $\det C$, which is nonzero because $C^TSC=1$, leaves

$$\det(F-xS)=\det S\prod_i(e_i-x).$$

The same normalisation gives $\det S\neq0$, so the orbital energies are the roots of the secular determinant, each with its multiplicity.

**The conditions are necessary.** Suppose a square $C$ and real $e$ solve both equations, and set $D=C^TS$. Then $DC=1$, so $CD=1$ and $D^TC^T=1$. It follows that $S=D^TC^TS=D^TD$, which is symmetric, and therefore $D^T=SC$. Consequently

$$F=FCD=SC\,\mathrm{diag}(e)\,D=D^T\mathrm{diag}(e)\,D,$$

which is symmetric too. Finally, $v^TSv=(Dv)^T(Dv)\ge0$. If this is zero then $Dv=0$, and $v=CDv=0$. So $S$ is positive definite.

**An indefinite metric can leave no real orbital at all.** Take

$$F=\begin{pmatrix}0&1\\1&0\end{pmatrix},\qquad S=\begin{pmatrix}1&0\\0&-1\end{pmatrix}.$$

Both matrices are symmetric and $S$ is invertible, but $S$ is not positive definite. It is a mathematical example and not the overlap matrix of real basis functions, since its diagonal entry $-1$ would have to be the integral of a square. With components numbered from zero, $Fc=xSc$ reads $c_1=xc_0$ and $c_0=-xc_1$. Eliminating $c_1$ gives $c_0(1+x^2)=0$, so $c=0$ for every real $x$. Symmetry and invertibility are thus not enough to give even one real orbital.

Here is the complete Lean file.

```lean
import Mathlib

open Matrix

namespace RoothaanHall

variable {n : Type*} [Fintype n] [DecidableEq n]

/-- The columns of `C` are molecular orbitals with energies `e`: they solve the Roothaan-Hall
equations `F C = S C e` and are orthonormal in the overlap metric, `Cᵀ S C = 1`. -/
def IsRoothaanSolution (F S C : Matrix n n ℝ) (e : n → ℝ) : Prop :=
  F * C = S * C * diagonal e ∧ Cᵀ * S * C = 1

/-- The canonical orthogonalisation matrix `X = V s^(-1/2)`, built from eigenvectors `V` and
eigenvalues `s` of the overlap matrix; its domain is `s i > 0` for all `i`. -/
noncomputable def canonicalX (V : Matrix n n ℝ) (s : n → ℝ) : Matrix n n ℝ :=
  V * diagonal (fun i => 1 / √(s i))

/-- A real symmetric matrix has a square orthogonal matrix of eigenvectors with real
eigenvalues. -/
theorem exists_orthogonal_eigenvectors {A : Matrix n n ℝ} (h : A.IsSymm) :
    ∃ (V : Matrix n n ℝ) (a : n → ℝ), Vᵀ * V = 1 ∧ A * V = V * diagonal a := by
  have hA : A.IsHermitian := Matrix.IsHermitian.ext fun i j => by simpa using h.apply i j
  let V : Matrix n n ℝ := Matrix.of fun i j => (hA.eigenvectorBasis j).ofLp i
  refine ⟨V, hA.eigenvalues, ?_, ?_⟩
  · -- orthonormality of the eigenvector basis, entry by entry
    ext i j
    have ho := orthonormal_iff_ite.mp hA.eigenvectorBasis.orthonormal i j
    rw [PiLp.inner_apply] at ho
    rw [Matrix.mul_apply, Matrix.one_apply, ← ho]
    refine Finset.sum_congr rfl fun k _ => ?_
    simp [V, mul_comm]
  · -- the eigenvalue equation, column by column
    ext i j
    have he := congrFun (hA.mulVec_eigenvectorBasis j) i
    rw [Matrix.mul_diagonal]
    exact (show (A * V) i j = _ from he).trans (mul_comm (hA.eigenvalues j) (V i j))

/-- The eigenvalues of a positive definite overlap matrix, belonging to an orthogonal matrix of
eigenvectors, are positive. -/
theorem overlap_eigenvalue_pos {S V : Matrix n n ℝ} {s : n → ℝ} (hS : S.PosDef)
    (hV : Vᵀ * V = 1) (hSV : S * V = V * diagonal s) (j : n) : 0 < s j := by
  have hx : (fun i => V i j) ≠ 0 := by
    intro h0
    have h1 : (Vᵀ * V) j j = 1 := by rw [hV, Matrix.one_apply_eq]
    have h2 : ∀ i, V i j = 0 := fun i => congrFun h0 i
    simp [Matrix.mul_apply, h2] at h1
  have hp := hS.dotProduct_mulVec_pos hx
  rw [star_trivial] at hp
  -- the expectation value of `S` in its eigenvector is the eigenvalue
  have hd : (Vᵀ * (S * V)) j j = s j := by
    rw [hSV, ← Matrix.mul_assoc, hV, Matrix.one_mul, Matrix.diagonal_apply_eq]
  rw [← hd]
  exact hp

/-- Canonical orthogonalisation: for a positive definite overlap matrix `S` with orthogonal
eigenvector matrix `V` and eigenvalues `s`, the matrix `X = V s^(-1/2)` satisfies
`Xᵀ S X = 1`. -/
theorem canonical_orthogonalisation {S V : Matrix n n ℝ} {s : n → ℝ} (hS : S.PosDef)
    (hV : Vᵀ * V = 1) (hSV : S * V = V * diagonal s) :
    (canonicalX V s)ᵀ * S * canonicalX V s = 1 := by
  have hs : ∀ i, 1 / √(s i) * s i * (1 / √(s i)) = 1 := fun i => by
    have hi := overlap_eigenvalue_pos hS hV hSV i
    calc 1 / √(s i) * s i * (1 / √(s i)) = s i / (√(s i) * √(s i)) := by ring
      _ = 1 := by rw [Real.mul_self_sqrt hi.le, div_self hi.ne']
  unfold canonicalX
  set D : Matrix n n ℝ := diagonal (fun i => 1 / √(s i)) with hD
  have hDt : Dᵀ = D := by rw [hD, Matrix.diagonal_transpose]
  calc (V * D)ᵀ * S * (V * D) = D * (Vᵀ * (S * V)) * D := by
        rw [Matrix.transpose_mul, hDt]
        simp only [Matrix.mul_assoc]
    _ = D * diagonal s * D := by rw [hSV, ← Matrix.mul_assoc Vᵀ, hV, Matrix.one_mul]
    _ = 1 := by simp only [hD, Matrix.diagonal_mul_diagonal, hs, Matrix.diagonal_one]

/-- For a real symmetric Fock matrix and a positive definite overlap matrix, the Roothaan-Hall
equations have a square matrix of orthonormal molecular orbitals with real energies. -/
theorem exists_molecular_orbitals {F S : Matrix n n ℝ} (hF : F.IsSymm) (hS : S.PosDef) :
    ∃ (C : Matrix n n ℝ) (e : n → ℝ), IsRoothaanSolution F S C e := by
  have hSs : S.IsSymm := Matrix.IsSymm.ext fun i j => by simpa using hS.isHermitian.apply i j
  obtain ⟨V, s, hV, hSV⟩ := exists_orthogonal_eigenvectors hSs
  have hX := canonical_orthogonalisation hS hV hSV
  set X := canonicalX V s
  -- the Fock matrix in the orthogonalised basis is symmetric, hence diagonalisable
  have hF' : (Xᵀ * F * X).IsSymm := by
    change (Xᵀ * F * X)ᵀ = Xᵀ * F * X
    simp only [Matrix.transpose_mul, Matrix.transpose_transpose, hF.eq, Matrix.mul_assoc]
  obtain ⟨W, e, hW, hFW⟩ := exists_orthogonal_eigenvectors hF'
  have hC : (X * W)ᵀ * S * (X * W) = 1 := by
    calc (X * W)ᵀ * S * (X * W) = Wᵀ * (Xᵀ * S * X) * W := by
          simp only [Matrix.transpose_mul, Matrix.mul_assoc]
      _ = 1 := by rw [hX, Matrix.mul_one, hW]
  have hE : (X * W)ᵀ * (F * (X * W)) = diagonal e := by
    calc (X * W)ᵀ * (F * (X * W)) = Wᵀ * (Xᵀ * F * X * W) := by
          simp only [Matrix.transpose_mul, Matrix.mul_assoc]
      _ = diagonal e := by rw [hFW, ← Matrix.mul_assoc, hW, Matrix.one_mul]
  -- a square set of orbitals resolves the identity
  have hR : S * (X * W) * (X * W)ᵀ = 1 :=
    mul_eq_one_comm.mp (by rw [← Matrix.mul_assoc]; exact hC)
  refine ⟨X * W, e, ?_, hC⟩
  rw [← hE, ← Matrix.mul_assoc (S * (X * W)), hR, Matrix.one_mul]

/-- Completeness: if the columns of a square `C` are orthonormal in the metric `S`, every
coefficient vector `v` is the sum of the orbitals weighted by their overlaps with `v`. -/
theorem orbital_expansion {S C : Matrix n n ℝ} (hC : Cᵀ * S * C = 1) (v : n → ℝ) :
    v = ∑ i, (Cᵀ i ⬝ᵥ S *ᵥ v) • Cᵀ i := by
  have h : C *ᵥ (Cᵀ *ᵥ (S *ᵥ v)) = v := by
    rw [Matrix.mulVec_mulVec, Matrix.mulVec_mulVec, Matrix.mul_assoc, mul_eq_one_comm.mp hC,
      Matrix.one_mulVec]
  ext k
  calc v k = (C *ᵥ (Cᵀ *ᵥ (S *ᵥ v))) k := (congrFun h k).symm
    _ = ∑ i, C k i * (Cᵀ i ⬝ᵥ S *ᵥ v) := rfl
    _ = _ := by
      rw [Finset.sum_apply]
      exact Finset.sum_congr rfl fun i _ => mul_comm _ _

/-- The secular determinant factorises over the orbital energies of a square solution:
`det (F - x S) = det S ∏ (e i - x)`. -/
theorem secular_determinant {F S C : Matrix n n ℝ} {e : n → ℝ}
    (h : IsRoothaanSolution F S C e) (x : ℝ) :
    (F - x • S).det = S.det * ∏ i, (e i - x) := by
  have hdet : C.det ≠ 0 := by
    intro h0
    have h1 := congrArg Matrix.det h.2
    rw [Matrix.det_mul, h0, mul_zero, Matrix.det_one] at h1
    exact zero_ne_one h1
  have hm : (F - x • S) * C = S * C * diagonal (fun i => e i - x) := by
    rw [Matrix.sub_mul, Matrix.smul_mul, h.1]
    ext i j
    simp only [Matrix.sub_apply, Matrix.smul_apply, Matrix.mul_diagonal, smul_eq_mul]
    ring
  have hd := congrArg Matrix.det hm
  rw [Matrix.det_mul, Matrix.det_mul, Matrix.det_mul, Matrix.det_diagonal] at hd
  apply mul_right_cancel₀ hdet
  linear_combination hd

/-- Converse: if a square matrix of orthonormal orbitals with real energies solves the
Roothaan-Hall equations, then `F` is symmetric and `S` is positive definite. -/
theorem symm_and_posDef_of_solution {F S C : Matrix n n ℝ} {e : n → ℝ}
    (h : IsRoothaanSolution F S C e) : F.IsSymm ∧ S.PosDef := by
  obtain ⟨hFC, hC⟩ := h
  set D := Cᵀ * S with hD
  have hCD : C * D = 1 := mul_eq_one_comm.mp hC
  have hDC : Dᵀ * Cᵀ = 1 := by rw [← Matrix.transpose_mul, hCD, Matrix.transpose_one]
  -- the overlap matrix is a Gram matrix
  have hS : S = Dᵀ * D := by
    calc S = Dᵀ * Cᵀ * S := by rw [hDC, Matrix.one_mul]
      _ = Dᵀ * D := by rw [Matrix.mul_assoc]
  have hSt : Sᵀ = S := by
    rw [hS, Matrix.transpose_mul, Matrix.transpose_transpose]
  have hDt : Dᵀ = S * C := by
    rw [hD, Matrix.transpose_mul, Matrix.transpose_transpose, hSt]
  have hF : F = Dᵀ * diagonal e * D := by
    calc F = F * C * D := by rw [Matrix.mul_assoc, hCD, Matrix.mul_one]
      _ = Dᵀ * diagonal e * D := by rw [hFC, hDt]
  constructor
  · change Fᵀ = F
    rw [hF]
    simp only [Matrix.transpose_mul, Matrix.transpose_transpose, Matrix.diagonal_transpose,
      Matrix.mul_assoc]
  · refine Matrix.posDef_iff_dotProduct_mulVec.mpr
      ⟨Matrix.IsHermitian.ext fun i j => by simpa using congrFun (congrFun hSt i) j, ?_⟩
    intro x hx
    have hne : D *ᵥ x ≠ 0 := by
      intro h0
      apply hx
      rw [← Matrix.one_mulVec x, ← hCD, ← Matrix.mulVec_mulVec, h0, Matrix.mulVec_zero]
    have hq : x ⬝ᵥ S *ᵥ x = (D *ᵥ x) ⬝ᵥ (D *ᵥ x) := by
      rw [hS, ← Matrix.mulVec_mulVec, Matrix.dotProduct_mulVec, Matrix.vecMul_transpose]
    rw [star_trivial, hq]
    exact lt_of_le_of_ne (Finset.sum_nonneg fun i _ => mul_self_nonneg _)
      fun h0 => hne (dotProduct_self_eq_zero.mp h0.symm)

/-- For the symmetric matrix `F = !![0, 1; 1, 0]` and the indefinite metric
`S = !![1, 0; 0, -1]`, the equation `F c = x S c` with real `x` has only the solution `c = 0`. -/
theorem no_orbital_for_indefinite_metric (x : ℝ) (c : Fin 2 → ℝ)
    (h : !![0, 1; 1, 0] *ᵥ c = x • (!![1, 0; 0, -1] *ᵥ c)) : c = 0 := by
  have h0 := congrFun h 0
  have h1 := congrFun h 1
  simp [Matrix.mulVec, dotProduct, Fin.sum_univ_two] at h0 h1
  -- eliminating the second coefficient leaves a factor without real roots
  have h2 : c 0 * (1 + x ^ 2) = 0 := by linear_combination h1 - x * h0
  have h3 : c 0 = 0 := (mul_eq_zero.mp h2).resolve_right (by positivity)
  have h4 : c 1 = 0 := by rw [h0, h3, mul_zero]
  ext i
  fin_cases i
  · exact h3
  · exact h4

end RoothaanHall
```

```lean
#print axioms RoothaanHall.exists_molecular_orbitals
-- 'RoothaanHall.exists_molecular_orbitals' depends on axioms: [propext, Classical.choice, Quot.sound]
#print axioms RoothaanHall.secular_determinant
-- 'RoothaanHall.secular_determinant' depends on axioms: [propext, Classical.choice, Quot.sound]
#print axioms RoothaanHall.symm_and_posDef_of_solution
-- 'RoothaanHall.symm_and_posDef_of_solution' depends on axioms: [propext, Classical.choice, Quot.sound]
#print axioms RoothaanHall.no_orbital_for_indefinite_metric
-- 'RoothaanHall.no_orbital_for_indefinite_metric' depends on axioms: [propext, Classical.choice, Quot.sound]
```

## What the Lean statements say about orbitals

The finite type `n` labels the basis functions. The matrices `F`, `S` and `C` have type `Matrix n n ℝ`, so the same set also labels the orbitals, and this is how "as many orbitals as basis functions" enters. Column `i` of `C` holds the coefficients of orbital `i`, written `Cᵀ i` in Lean, and `e i` is its energy. The energies come in no particular order and may coincide.

`IsRoothaanSolution F S C e` combines the matrix equation with the normalisation `Cᵀ * S * C = 1`. The main theorem, `exists_molecular_orbitals`, says that `F.IsSymm` and `S.PosDef` imply the existence of such `C` and `e`. Mathlib's `PosDef` includes the symmetry of a real matrix as well as the positivity of its quadratic form.

Three theorems describe any such solution:

- `orbital_expansion` is the completeness formula. It needs only the normalisation, and the coefficient of orbital `i` is its overlap with `v`, written `Cᵀ i ⬝ᵥ S *ᵥ v`.
- `secular_determinant` is the factorisation of the determinant at every real `x`.
- `symm_and_posDef_of_solution` is the converse, from a solution back to the two conditions.

The counter-example is `no_orbital_for_indefinite_metric`.

Completeness here refers to the span of the chosen basis, not to the whole one-electron Hilbert space. The matrices are real, so complex orbitals with a Hermitian Fock matrix are not treated. Nor is a linearly dependent basis, for which $S$ is singular and some combinations have to be removed first.

The Fock matrix is given and fixed. In Hartree-Fock theory it depends on the occupied orbitals, so the result guarantees that each diagonalisation step of a self-consistent calculation has a full solution in a finite, real, linearly independent basis. It does not say that the iterations converge, or that a self-consistent solution exists.

## From the spectral theorem to the orbitals in Lean

`exists_orthogonal_eigenvectors` turns Mathlib's spectral theorem into matrix form. It places the vectors of `eigenvectorBasis` in the columns of `V`, then checks orthonormality entry by entry and the eigenvalue equation column by column. The main proof uses it twice, once for $S$ and once for the transformed Fock matrix.

`overlap_eigenvalue_pos` first shows that a column of `V` is nonzero, since its squared norm is one. Positive definiteness then makes the expectation value of `S` positive, and `hd` identifies that value with `s j`. With this, `canonical_orthogonalisation` carries out the calculation of $X^TSX$. Its auxiliary fact `hs` is the scalar identity $s_i^{-1/2}s_i\,s_i^{-1/2}=1$.

In `exists_molecular_orbitals`, `hF'` is the symmetry of $X^TFX$, while `hC` and `hE` are the two identities for $C^TSC$ and $C^TFC$. The step that needs a square $C$ is `hR`: the lemma `mul_eq_one_comm` turns a one-sided inverse into a two-sided one. The last rewriting inserts $SCC^T=1$ to pass from the projected equation to the full one. The same lemma supplies $CC^TS=1$ in `orbital_expansion`.

For `secular_determinant`, `hdet` shows that $\det C\neq0$ and `hm` is the matrix identity for $(F-xS)C$. After determinants are taken, `mul_right_cancel₀` removes the common factor $\det C$.

The converse follows the factorisations above: `hS` is $S=D^TD$, `hF` is $F=D^T\mathrm{diag}(e)D$, and `hq` writes the quadratic form as the squared length of $Dv$, with the vector called `x` in the code. In the counter-example, `linear_combination h1 - x * h0` performs the elimination of $c_1$, and `positivity` confirms that $1+x^2$ is not zero.
